# A spectral density $x^l e^{-ax}$ above threshold makes late decay a power law

Let an unstable state have the energy distribution

$$\rho(x)=\frac{a^{l+1}x^l e^{-ax}}{l!},\qquad x>0,$$

where $x$ is the energy above threshold, $l$ is a natural number and $a>0$. With $\hbar=1$, its survival probability at time $t$ is

$$P(t)=\left(\frac{a^2}{a^2+t^2}\right)^{l+1},$$

and $e^{gt}P(t)\to\infty$ as $t\to\infty$ for every $g>0$. No exponential law, however slow, describes the late decay of such a state. For $a=1$ the probability is $(1+t^2)^{-l-1}$.

In quantum mechanics this limits the use of a decay constant: for this family of prescribed densities, a single rate cannot describe survival at arbitrarily late times.

## Energies begin at a threshold

A state $\psi$ evolving under a Hamiltonian $H$ has survival amplitude $\langle\psi|e^{-iHt}|\psi\rangle$. Expanding $\psi$ in energy eigenstates turns this into the Fourier integral of its energy distribution,

$$A(t)=\int_0^\infty \rho(x)\,e^{-ixt}\,dx,\qquad P(t)=|A(t)|^2.$$

The lower limit is the physical hypothesis: the decay products have no states below a minimum energy. Placing that minimum at $E_0$ instead of zero multiplies $A$ by the phase $e^{-iE_0t}$ and leaves $P$ unchanged.

```lean
import Mathlib

open Filter Topology MeasureTheory

namespace ThresholdDecay

noncomputable section

/-- Normalised spectral density at energy `x > 0` above threshold, with threshold exponent `l`
and inverse energy width `a > 0`. -/
def spectralDensity (l : ℕ) (a x : ℝ) : ℝ :=
  a ^ (l + 1) * x ^ l * Real.exp (-(a * x)) / l.factorial

/-- Survival amplitude at time `t` (with `ħ = 1`): the Fourier integral of the spectral density
over all energies above threshold. -/
def survivalAmplitude (l : ℕ) (a t : ℝ) : ℂ :=
  ∫ x in Set.Ioi (0 : ℝ), (spectralDensity l a x : ℂ) * Complex.exp (-(Complex.I * x * t))

/-- Survival probability: the squared modulus of the survival amplitude. -/
def survivalProbability (l : ℕ) (a t : ℝ) : ℝ := ‖survivalAmplitude l a t‖ ^ 2
```

The Lean definitions start from the density; there is no Hamiltonian or state vector in them. The threshold appears as the integration domain `Set.Ioi (0 : ℝ)`, the open half-line $x>0$. Neither closed form is built into a definition.

A normalised density alone would not be enough for the conclusion. The Lorentzian $(\Gamma/2\pi)/(x^2+\Gamma^2/4)$ with $\Gamma>0$, taken over the whole real line, has amplitude $e^{-\Gamma|t|/2}$, so its decay is exactly exponential for $t\ge 0$.

## The threshold exponent is a natural number

The exponent $l$ says how fast the density rises from threshold. For $l=0$ it starts at the finite value $a$; for larger $l$ it starts from zero as $x^l$. The letter does not denote angular momentum: for decay into two particles in three dimensions with short-range forces, partial wave $L$ ordinarily has the threshold behaviour $x^{L+1/2}$, a half-integer power that `l : ℕ` excludes.

By hand, the natural exponent permits a recursion. For complex $r$ with $\operatorname{Re}r>0$, put

$$I_l=\int_0^\infty x^l e^{-rx}\,dx.$$

Directly, $I_0=1/r$. Next, integrate

$$\frac{d}{dx}\left(x^{l+1}e^{-rx}\right)=(l+1)x^l e^{-rx}-r\,x^{l+1}e^{-rx}$$

from $0$ to $\infty$. The left side gives zero, because $x^{l+1}e^{-rx}$ vanishes at both ends. Hence $rI_{l+1}=(l+1)I_l$, and by induction

$$I_l=\frac{l!}{r^{l+1}}.$$

The boundary term at infinity and the convergence of the integrals both rest on one identity, $|x^n e^{-rx}|=x^n e^{-(\operatorname{Re}r)x}$ for $x\ge0$.

```lean
/-- The modulus of `x ^ n * exp (-r x)` for `x ≥ 0` involves only the real part of `r`. -/
theorem norm_pow_mul_exp (r : ℂ) (n : ℕ) {x : ℝ} (hx : 0 ≤ x) :
    ‖(x : ℂ) ^ n * Complex.exp (-(r * x))‖ = x ^ n * Real.exp (-(r.re * x)) := by
  have hre : (-(r * (x : ℂ))).re = -(r.re * x) := by simp
  rw [norm_mul, norm_pow, Complex.norm_real, Real.norm_of_nonneg hx, Complex.norm_exp, hre]

/-- For `r` with positive real part, `x ^ n * exp (-r x)` is integrable over `x > 0`. -/
theorem integrable_pow_mul_exp (n : ℕ) {r : ℂ} (hr : 0 < r.re) :
    Integrable (fun x : ℝ => (x : ℂ) ^ n * Complex.exp (-(r * x)))
      (volume.restrict (Set.Ioi 0)) := by
  have hG : Integrable (fun x : ℝ => (x : ℂ) ^ n * Complex.exp (-((r.re : ℂ) * x)))
      (volume.restrict (Set.Ioi 0)) := by
    by_contra hni
    have ha : 0 < ((n : ℂ) + 1).re := by
      rw [Complex.add_re, Complex.natCast_re, Complex.one_re]
      positivity
    -- the Gamma integral is non-zero, so its integrand is integrable
    have h := Complex.integral_cpow_mul_exp_neg_mul_Ioi ha hr
    rw [add_sub_cancel_right, Complex.Gamma_nat_eq_factorial] at h
    simp only [Complex.cpow_natCast] at h
    rw [integral_undef hni, ← Nat.cast_add_one, Complex.cpow_natCast] at h
    exact mul_ne_zero (pow_ne_zero _ (one_div_ne_zero (Complex.ofReal_ne_zero.mpr hr.ne')))
      (Nat.cast_ne_zero.mpr n.factorial_ne_zero) h.symm
  refine hG.mono (Continuous.aestronglyMeasurable (by fun_prop)) ?_
  refine (ae_restrict_iff' measurableSet_Ioi).mpr (Eventually.of_forall fun x hx => ?_)
  have h0 : 0 ≤ x := le_of_lt hx
  exact ((norm_pow_mul_exp r n h0).trans (norm_pow_mul_exp (r.re : ℂ) n h0).symm).le
```

`integrable_pow_mul_exp` first replaces $r$ by its real part. Mathlib gives a non-integrable function the integral zero, whereas the Gamma integral here has a non-zero value; the function must therefore be integrable. The modulus identity then carries integrability over to complex $r$.

```lean
/-- The Laplace transform of `x ^ l` at a complex `r` with positive real part is
`l! / r ^ (l + 1)`. -/
theorem laplace_pow (l : ℕ) {r : ℂ} (hr : 0 < r.re) :
    ∫ x in Set.Ioi (0 : ℝ), (x : ℂ) ^ l * Complex.exp (-(r * x)) =
      (l.factorial : ℂ) / r ^ (l + 1) := by
  have hr0 : r ≠ 0 := by
    rintro rfl
    simp at hr
  have hE (z : ℂ) : HasDerivAt (fun z : ℂ => Complex.exp (-(r * z)))
      (Complex.exp (-(r * z)) * -(r * 1)) z :=
    (((hasDerivAt_id' z).const_mul r).fun_neg).cexp
  -- boundary terms vanish at infinity
  have ht (n : ℕ) : Tendsto (fun x : ℝ => (x : ℂ) ^ n * Complex.exp (-(r * x))) atTop (𝓝 0) := by
    rw [tendsto_zero_iff_norm_tendsto_zero]
    have h := ((Real.tendsto_pow_mul_exp_neg_atTop_nhds_zero n).comp
      (tendsto_id.const_mul_atTop hr)).const_mul ((r.re ^ n)⁻¹)
    rw [mul_zero] at h
    refine h.congr' ?_
    filter_upwards [eventually_ge_atTop (0 : ℝ)] with x hx
    rw [norm_pow_mul_exp r n hx]
    simp only [Function.comp_apply, id]
    rw [mul_pow, mul_assoc, inv_mul_cancel_left₀ (pow_ne_zero _ hr.ne')]
  induction l with
  | zero =>
    have key : ∫ x in Set.Ioi (0 : ℝ), -r * ((x : ℂ) ^ 0 * Complex.exp (-(r * x))) =
        0 - Complex.exp (-(r * ((0 : ℝ) : ℂ))) :=
      integral_Ioi_of_hasDerivAt_of_tendsto'
        (fun x _ => (hE x).comp_ofReal.congr_deriv (by ring))
        ((integrable_pow_mul_exp 0 hr).const_mul _)
        (by simpa only [pow_zero, one_mul] using ht 0)
    rw [integral_const_mul, Complex.ofReal_zero, mul_zero, neg_zero, Complex.exp_zero] at key
    rw [Nat.factorial_zero, Nat.cast_one, zero_add, pow_one, eq_div_iff hr0]
    linear_combination -key
  | succ l ih =>
    have h1 := (integrable_pow_mul_exp l hr).const_mul ((l : ℂ) + 1)
    have h2 := (integrable_pow_mul_exp (l + 1) hr).const_mul r
    have key : ∫ x in Set.Ioi (0 : ℝ), (((l : ℂ) + 1) * ((x : ℂ) ^ l * Complex.exp (-(r * x))) -
        r * ((x : ℂ) ^ (l + 1) * Complex.exp (-(r * x)))) =
        0 - ((0 : ℝ) : ℂ) ^ (l + 1) * Complex.exp (-(r * ((0 : ℝ) : ℂ))) :=
      integral_Ioi_of_hasDerivAt_of_tendsto'
        (fun x _ => ((hasDerivAt_pow (l + 1) (x : ℂ)).fun_mul (hE x)).comp_ofReal.congr_deriv
          (by rw [Nat.add_sub_cancel]; push_cast; ring))
        (h1.sub h2) (ht (l + 1))
    rw [integral_sub h1 h2, integral_const_mul, integral_const_mul, ih, Complex.ofReal_zero,
      zero_pow (Nat.succ_ne_zero l), zero_mul, sub_zero] at key
    apply mul_left_cancel₀ hr0
    calc _ = ((l : ℂ) + 1) * (l.factorial / r ^ (l + 1)) := by linear_combination -key
      _ = _ := by
        rw [Nat.factorial_succ]
        push_cast
        field_simp
        ring
```

In `laplace_pow`, `hE` differentiates the exponential and `ht` proves that the boundary terms vanish at infinity. The lemma `integral_Ioi_of_hasDerivAt_of_tendsto'` is the fundamental theorem of calculus on a half-line. The `zero` case computes $I_0$, and the `succ` case is the recursion above, with `ih` supplying $I_l$.

For a real exponent $l>-1$ the same formula holds with $\Gamma(l+1)$ in place of $l!$. Natural $l$ is thus needed for this induction, and not for the power-law behaviour itself.

## A positive inverse width

The parameter $a$ is an inverse energy: $1/a$ sets the width of the distribution, and the mean energy above threshold is $(l+1)/a$. Positivity means that high energies are suppressed.

By hand, $a>0$ enters when the two exponentials are combined. Since $e^{-ax}e^{-ixt}=e^{-(a+it)x}$, the amplitude is the integral $I_l$ at $r=a+it$, whose real part is $a$:

$$A(t)=\frac{a^{l+1}}{l!}\,\frac{l!}{(a+it)^{l+1}}=\left(\frac{a}{a+it}\right)^{l+1}.$$

At $t=0$ this equals one, which confirms that $\rho$ is normalised. Because $|a+it|^2=a^2+t^2$, the squared modulus is the stated $P(t)$.

```lean
/-- For `a > 0` the survival amplitude is `(a / (a + i t)) ^ (l + 1)` at every real time. -/
theorem survivalAmplitude_eq (l : ℕ) {a : ℝ} (ha : 0 < a) (t : ℝ) :
    survivalAmplitude l a t = ((a : ℂ) / (a + Complex.I * t)) ^ (l + 1) := by
  have hr : 0 < ((a : ℂ) + Complex.I * t).re := by simpa using ha
  have hf : (l.factorial : ℂ) ≠ 0 := Nat.cast_ne_zero.mpr l.factorial_ne_zero
  -- damping and time evolution combine into one complex exponential
  have hx (x : ℝ) : (spectralDensity l a x : ℂ) * Complex.exp (-(Complex.I * x * t)) =
      (a : ℂ) ^ (l + 1) / l.factorial *
        ((x : ℂ) ^ l * Complex.exp (-((a + Complex.I * t) * x))) := by
    have he : Complex.exp (-((a : ℂ) * x)) * Complex.exp (-(Complex.I * x * t)) =
        Complex.exp (-((a + Complex.I * t) * x)) := by
      rw [← Complex.exp_add]
      congr 1
      ring
    rw [← he]
    unfold spectralDensity
    push_cast
    ring
  simp only [survivalAmplitude, hx]
  rw [integral_const_mul, laplace_pow l hr, div_pow, div_mul_div_comm,
    mul_comm (l.factorial : ℂ) _, mul_div_mul_right _ _ hf]

/-- For `a > 0` the survival probability is `(a² / (a² + t²)) ^ (l + 1)` at every real time. -/
theorem survivalProbability_eq (l : ℕ) {a : ℝ} (ha : 0 < a) (t : ℝ) :
    survivalProbability l a t = (a ^ 2 / (a ^ 2 + t ^ 2)) ^ (l + 1) := by
  have h : ‖(a : ℂ) + Complex.I * t‖ ^ 2 = a ^ 2 + t ^ 2 := by
    rw [Complex.sq_norm, Complex.normSq_apply]
    simp
    ring
  rw [survivalProbability, survivalAmplitude_eq l ha, norm_pow, norm_div, ← pow_mul,
    mul_comm (l + 1) 2, pow_mul, div_pow, h, Complex.norm_real, Real.norm_eq_abs, sq_abs]
```

In `survivalAmplitude_eq`, `hr` turns `ha : 0 < a` into the positive real part that `laplace_pow` requires, and `hx` combines the exponentials and collects the constant factor. In `survivalProbability_eq`, `h` computes the squared modulus of $a+it$. Both theorems hold for every real $t$, including negative times.

For $a<0$ the formula for the density grows exponentially in magnitude for large $x$, has no finite integral and describes no state. At $a=0$ it vanishes identically, so $P=0$ and $e^{gt}P(t)$ stays at zero: the divergence fails.

## Times are taken to infinity

The power law is a statement about the limit $t\to+\infty$. For $t>0$,

$$t^{2(l+1)}P(t)=\left(\frac{a^2t^2}{a^2+t^2}\right)^{l+1}=\left(\frac{a^2}{1+a^2/t^2}\right)^{l+1}\longrightarrow a^{2(l+1)}.$$

For $l=0$ the tail is $a^2/t^2$; each further power of $x$ in the density steepens it by a factor of order $1/t^2$.

```lean
/-- Late decay is a power law: for `a > 0`, the survival probability times `t ^ (2 (l + 1))`
tends to `a ^ (2 (l + 1))`. -/
theorem power_law_tail (l : ℕ) {a : ℝ} (ha : 0 < a) :
    Tendsto (fun t : ℝ => t ^ (2 * (l + 1)) * survivalProbability l a t) atTop
      (𝓝 (a ^ (2 * (l + 1)))) := by
  have h : Tendsto (fun t : ℝ => (a ^ 2 / (a ^ 2 * (t⁻¹) ^ 2 + 1)) ^ (l + 1)) atTop
      (𝓝 ((a ^ 2 / (a ^ 2 * (0 : ℝ) ^ 2 + 1)) ^ (l + 1))) :=
    (tendsto_const_nhds.div (((tendsto_inv_atTop_zero.pow 2).const_mul (a ^ 2)).add_const 1)
      (by positivity)).pow _
  rw [zero_pow two_ne_zero, mul_zero, zero_add, div_one, ← pow_mul] at h
  refine h.congr' ?_
  filter_upwards [eventually_gt_atTop (0 : ℝ)] with t ht
  rw [survivalProbability_eq l ha, pow_mul, ← mul_pow (t ^ 2)]
  congr 1
  have hi : t * t⁻¹ = 1 := mul_inv_cancel₀ ht.ne'
  rw [← mul_div_assoc, div_eq_div_iff (by positivity) (by positivity)]
  linear_combination (-(a ^ 4) * (t * t⁻¹ + 1)) * hi
```

Here `Tendsto … atTop (𝓝 …)` is the limit as $t\to+\infty$. The proof takes the limit of the right-hand form, written with `t⁻¹`, and then identifies it with the left-hand form for $t>0$.

The limit says nothing about when the tail sets in. At short times, $t\ll a/\sqrt{l+1}$, the probability is close to one, and the power law is not yet visible.

## The comparison rate is positive

The number $g$ is the decay rate of a trial exponential law $Ce^{-gt}$. It is not a property of the state, and it may be as small as one likes as long as it is positive. By hand, write for $t>0$

$$e^{gt}P(t)=\frac{e^{gt}}{(gt)^{2(l+1)}}\;\cdot\;g^{2(l+1)}\,t^{2(l+1)}P(t).$$

The first factor tends to infinity, because an exponential outgrows every power. The second tends to $(ga)^{2(l+1)}>0$. The product therefore diverges.

```lean
/-- For `a > 0` and every rate `g > 0`, the survival probability multiplied by `exp (g t)`
tends to infinity at late times. -/
theorem exp_mul_survivalProbability_tendsto (l : ℕ) {a g : ℝ} (ha : 0 < a) (hg : 0 < g) :
    Tendsto (fun t : ℝ => Real.exp (g * t) * survivalProbability l a t) atTop atTop := by
  -- the exponential outgrows the power that compensates the tail
  have h1 := (Real.tendsto_exp_div_pow_atTop (2 * (l + 1))).comp
    (tendsto_id.const_mul_atTop hg)
  have h2 := (power_law_tail l ha).const_mul (g ^ (2 * (l + 1)))
  refine (h1.atTop_mul_pos (by positivity) h2).congr' ?_
  filter_upwards [eventually_gt_atTop (0 : ℝ)] with t ht
  simp only [Function.comp_apply, id]
  rw [mul_pow]
  field_simp
```

The proof uses the same factorisation: `h1` is the diverging factor, `h2` is the power-law tail multiplied by its constant, and `atTop_mul_pos` combines them. Positivity of $g$ makes $gt$ tend to infinity in `h1`.

For any constant $C$, the product eventually exceeds $C$. Multiplying by $e^{-gt}$ gives $P(t)>Ce^{-gt}$ from some time onwards.

```lean
/-- For `a > 0`, the survival probability eventually exceeds `C exp (-g t)` for every constant
`C` and every rate `g > 0`. -/
theorem eventually_exceeds_exponential (l : ℕ) {a g : ℝ} (ha : 0 < a) (hg : 0 < g) (C : ℝ) :
    ∀ᶠ t : ℝ in atTop, C * Real.exp (-(g * t)) < survivalProbability l a t := by
  filter_upwards [(exp_mul_survivalProbability_tendsto l ha hg).eventually_gt_atTop C] with t ht
  rw [Real.exp_neg, ← div_eq_mul_inv, div_lt_iff₀ (Real.exp_pos _)]
  linarith

end

end ThresholdDecay
```

The symbol `∀ᶠ t : ℝ in atTop` means "for all sufficiently large $t$". The time after which the inequality holds may depend on $l$, $a$, $g$ and $C$. In particular, $P$ cannot coincide with a decaying exponential at all late times.

With $g=0$ the divergence is false, since $P(t)$ itself tends to zero. The comparison then fails too, for instance with $C=1$.

## The same integral in a resonance calculation

As a simplified model of a decaying resonance, take a density $\rho(x)=x^l f(x)$ with natural $l$, where $f$ has a simple pole at $x=E_r-i\Gamma/2$, with $E_r,\Gamma>0$. To evaluate $A(t)$ at $t>0$, one rotates the energy contour from the positive real axis to the negative imaginary axis, $x=-iy$, assuming that $f$ continues analytically through the quadrant between these two axes, apart from this pole, and behaves well enough at infinity for the rotation.

The pole contributes a term proportional to $e^{-iE_rt-\Gamma t/2}$, the familiar exponential decay. The rotated contour contributes

$$(-i)^{l+1}\int_0^\infty y^l f(-iy)\,e^{-yt}\,dy\;\approx\;\frac{l!\,f(0)}{(it)^{l+1}}$$

at late times, if $f(0)\neq0$. The last step is the Laplace integral $I_l$ at $r=t$. This contour estimate is ordinary asymptotic analysis and lies beyond what the Lean file proves.

For the density treated here, $f(x)=a^{l+1}e^{-ax}/l!$ has no pole, so there is no exponential term. The estimate becomes $(a/(it))^{l+1}$, which agrees with the late-time form of the exact amplitude.

```lean
#print axioms ThresholdDecay.power_law_tail
#print axioms ThresholdDecay.eventually_exceeds_exponential
```

```
'ThresholdDecay.power_law_tail' depends on axioms: [propext, Classical.choice, Quot.sound]
'ThresholdDecay.eventually_exceeds_exponential' depends on axioms: [propext, Classical.choice, Quot.sound]
```
